# For \(N\) spins 1/2, \(S^2\) equals \(N(4-N)/4\) plus the sum of all pair exchanges

A state of \(N\) spins 1/2 is modelled as a complex function on configurations, that is, on maps from `Fin N` to `Fin 2`, so that exchanging two spins means composing the configuration with a transposition. With \(S\) the total spin in units of \(\hbar\), the file proves the operator identity in the title and deduces that a state satisfies \(S^2\psi=\tfrac N2(\tfrac N2+1)\psi\) exactly when it is symmetric under all permutations of the spins. This value of \(S^2\) belongs to the largest total spin quantum number that \(N\) spins 1/2 can have, \(N/2\).

In Lean 4 with Mathlib:

```lean
import Mathlib

open Finset

namespace SpinExchange

noncomputable section

/-- States of `N` spins 1/2: complex amplitudes on the configurations `Fin N → Fin 2`. -/
abbrev State (N : ℕ) := (Fin N → Fin 2) → ℂ

/-- The three Pauli matrices. -/
def pauli : Fin 3 → Matrix (Fin 2) (Fin 2) ℂ :=
  ![!![0, 1; 1, 0], !![0, -Complex.I; Complex.I, 0], !![1, 0; 0, -1]]

variable {N : ℕ}

/-- The one-spin matrix `A` acting on spin `i` of an `N`-spin state. -/
def siteOp (A : Matrix (Fin 2) (Fin 2) ℂ) (i : Fin N) : Module.End ℂ (State N) where
  toFun ψ := fun s => ∑ b, A (s i) b * ψ (Function.update s i b)
  map_add' φ ψ := by
    funext s
    simp only [Pi.add_apply, Fin.sum_univ_two]
    ring
  map_smul' c ψ := by
    funext s
    simp only [Pi.smul_apply, smul_eq_mul, RingHom.id_apply, Fin.sum_univ_two]
    ring

/-- The operator `P_ij` that exchanges spins `i` and `j`. -/
def exchange (i j : Fin N) : Module.End ℂ (State N) where
  toFun ψ := fun s => ψ (s ∘ Equiv.swap i j)
  map_add' _ _ := rfl
  map_smul' _ _ := rfl

/-- The scalar product `σ_i · σ_j` of the Pauli operators of two spins. -/
def pauliDot (i j : Fin N) : Module.End ℂ (State N) :=
  ∑ a, siteOp (pauli a) i * siteOp (pauli a) j

/-- The component `S_a` of the total spin, in units of ħ. -/
def totalSpin (N : ℕ) (a : Fin 3) : Module.End ℂ (State N) :=
  (1 / 2 : ℂ) • ∑ i, siteOp (pauli a) i

/-- The squared total spin `S² = S_x² + S_y² + S_z²`. -/
def spinSq (N : ℕ) : Module.End ℂ (State N) :=
  ∑ a, totalSpin N a * totalSpin N a

/-- A state is symmetric if every permutation of the spins leaves it unchanged. -/
def IsSymmetricState (ψ : State N) : Prop :=
  ∀ (π : Equiv.Perm (Fin N)) (s : Fin N → Fin 2), ψ (s ∘ π) = ψ s

/-- Each Pauli operator of a single spin squares to the identity. -/
theorem siteOp_pauli_sq (a : Fin 3) (i : Fin N) :
    siteOp (pauli a) i * siteOp (pauli a) i = 1 := by
  have key : ∀ (x : Fin 2) (G : Fin 2 → ℂ),
      ∑ b, pauli a x b * ∑ c, pauli a b c * G c = G x := by
    intro x G
    fin_cases a <;> fin_cases x <;> simp [pauli, Fin.sum_univ_two, ← mul_assoc]
  refine LinearMap.ext fun ψ => funext fun s => ?_
  have h := key (s i) (fun c => ψ (Function.update s i c))
  simp only [Function.update_eq_self] at h
  simpa only [siteOp, Module.End.mul_apply, Module.End.one_apply, LinearMap.coe_mk,
    AddHom.coe_mk, Function.update_self, Function.update_idem] using h

/-- Dirac's exchange identity: `σ_i · σ_j = 2 P_ij - 1` for two different spins. -/
theorem pauliDot_eq_exchange {i j : Fin N} (hij : i ≠ j) :
    pauliDot i j = (2 : ℂ) • exchange i j - 1 := by
  -- the identity for the matrix elements of two spins
  have key : ∀ (F : Fin 2 → Fin 2 → ℂ) (x y : Fin 2),
      ∑ a, ∑ b, pauli a x b * ∑ c, pauli a y c * F b c = 2 * F y x - F x y := by
    intro F x y
    fin_cases x <;> fin_cases y <;>
      simp [pauli, Fin.sum_univ_two, Fin.sum_univ_three, ← mul_assoc] <;> ring
  refine LinearMap.ext fun ψ => funext fun s => ?_
  have h1 : Function.update (Function.update s i (s j)) j (s i) = s ∘ Equiv.swap i j := by
    funext k
    rcases eq_or_ne k j with rfl | hj
    · simp
    · rcases eq_or_ne k i with rfl | hi
      · simp [hj]
      · simp [hj, hi, Equiv.swap_apply_of_ne_of_ne hi hj]
  have h2 : Function.update (Function.update s i (s i)) j (s j) = s := by simp
  have h := key (fun b c => ψ (Function.update (Function.update s i b) j c)) (s i) (s j)
  simp only [h1, h2] at h
  simpa only [pauliDot, siteOp, exchange, LinearMap.sum_apply, Finset.sum_apply,
    LinearMap.sub_apply, LinearMap.smul_apply, Module.End.mul_apply, Module.End.one_apply,
    Pi.sub_apply, Pi.smul_apply, smul_eq_mul, LinearMap.coe_mk, AddHom.coe_mk,
    Function.update_of_ne hij.symm] using h

/-- A symmetric double sum over spins is its diagonal plus twice the sum over pairs. -/
theorem sum_pairs {M : Type*} [AddCommMonoid M] (f : Fin N → Fin N → M)
    (hf : ∀ i j, f i j = f j i) :
    ∑ i, ∑ j, f i j = ∑ i, f i i + 2 • ∑ i, ∑ j with i < j, f i j := by
  have h : ∀ i j, f i j = (if i = j then f i i else 0) +
      ((if i < j then f i j else 0) + (if j < i then f j i else 0)) := by
    intro i j
    rcases lt_trichotomy i j with h | rfl | h
    · simp [h, h.ne, lt_asymm h]
    · simp
    · simp [h, h.ne', lt_asymm h, hf i j]
  rw [Finset.sum_congr rfl fun i _ => Finset.sum_congr rfl fun j _ => h i j]
  simp only [Finset.sum_add_distrib, Finset.sum_ite_eq, Finset.mem_univ, if_true,
    Finset.sum_filter, two_nsmul]
  congr 2
  exact Finset.sum_comm

/-- There are `N(N-1)/2` pairs of spins. -/
theorem pair_count (N : ℕ) :
    ∑ i : Fin N, ∑ j with i < j, (1 : ℂ) = (N : ℂ) * (N - 1) / 2 := by
  have h : ∑ _i : Fin N, ∑ _j : Fin N, (1 : ℂ) =
      ∑ _i : Fin N, (1 : ℂ) + 2 • ∑ i : Fin N, ∑ j with i < j, (1 : ℂ) :=
    sum_pairs (fun _ _ => 1) (fun _ _ => rfl)
  have h1 : ∑ _i : Fin N, ∑ _j : Fin N, (1 : ℂ) = N * N := by simp
  have h2 : ∑ _i : Fin N, (1 : ℂ) = N := by simp
  rw [h1, h2, two_nsmul] at h
  linear_combination (-1 / 2 : ℂ) * h

/-- The squared total spin of `N` spins 1/2 is `N(4-N)/4` plus the sum of all pair exchanges. -/
theorem spinSq_eq_sum_exchange (N : ℕ) :
    spinSq N = ((N : ℂ) * (4 - N) / 4) • (1 : Module.End ℂ (State N)) +
      ∑ i, ∑ j with i < j, exchange i j := by
  -- expand the square into scalar products of Pauli operators
  have hs : ∑ a, (∑ i : Fin N, siteOp (pauli a) i) * (∑ j : Fin N, siteOp (pauli a) j) =
      ∑ i : Fin N, ∑ j : Fin N, pauliDot i j := by
    simp only [Finset.sum_mul_sum, pauliDot]
    exact Finset.sum_comm.trans (Finset.sum_congr rfl fun i _ => Finset.sum_comm)
  have h : spinSq N = (1 / 4 : ℂ) • ∑ i : Fin N, ∑ j : Fin N, pauliDot i j := by
    rw [← hs, Finset.smul_sum, spinSq]
    refine Finset.sum_congr rfl fun a _ => ?_
    rw [totalSpin, smul_mul_smul_comm]
    congr 1
    norm_num
  have hsymm : ∀ i j : Fin N, pauliDot i j = pauliDot j i := by
    intro i j
    rcases eq_or_ne i j with rfl | hij
    · rfl
    · rw [pauliDot_eq_exchange hij, pauliDot_eq_exchange hij.symm]
      simp only [exchange, Equiv.swap_comm i j]
  have hdiag : ∀ i : Fin N, pauliDot i i = (3 : ℂ) • (1 : Module.End ℂ (State N)) := by
    intro i
    simp only [pauliDot, siteOp_pauli_sq, Fin.sum_univ_three]
    module
  -- Dirac's identity on every pair
  have hoff : ∑ i : Fin N, ∑ j with i < j, pauliDot i j =
      (2 : ℂ) • (∑ i : Fin N, ∑ j with i < j, exchange i j) -
        ((N : ℂ) * (N - 1) / 2) • (1 : Module.End ℂ (State N)) := by
    rw [← pair_count N, Finset.smul_sum, Finset.sum_smul, ← Finset.sum_sub_distrib]
    refine Finset.sum_congr rfl fun i _ => ?_
    rw [Finset.smul_sum, Finset.sum_smul, ← Finset.sum_sub_distrib]
    refine Finset.sum_congr rfl fun j hj => ?_
    rw [one_smul]
    exact pauliDot_eq_exchange (ne_of_lt (Finset.mem_filter.mp hj).2)
  rw [h, sum_pairs _ hsymm, hoff]
  simp only [hdiag, Finset.sum_const, Finset.card_univ, Fintype.card_fin,
    ← Nat.cast_smul_eq_nsmul ℂ]
  module

/-- Every permutation-symmetric state satisfies `S² ψ = (N/2)(N/2+1) ψ`. -/
theorem spinSq_of_symmetric {ψ : State N} (hψ : IsSymmetricState ψ) :
    spinSq N ψ = ((N : ℂ) / 2 * (N / 2 + 1)) • ψ := by
  have hP : ∀ i j, exchange i j ψ = ψ := fun i j => funext fun s => hψ (Equiv.swap i j) s
  have hc : ∑ i : Fin N, ∑ j with i < j, ψ = ((N : ℂ) * (N - 1) / 2) • ψ := by
    rw [← pair_count N]
    simp only [Finset.sum_smul, one_smul]
  rw [spinSq_eq_sum_exchange]
  simp only [LinearMap.add_apply, LinearMap.smul_apply, Module.End.one_apply,
    LinearMap.sum_apply, hP]
  rw [hc]
  module

/-- The squared distance between `P_ij ψ` and `ψ` is `2 Re ⟨ψ, ψ - P_ij ψ⟩`. -/
theorem exchange_defect (ψ : State N) (i j : Fin N) :
    ∑ s, Complex.normSq (exchange i j ψ s - ψ s) =
      2 * (∑ s, star (ψ s) * (ψ s - exchange i j ψ s)).re := by
  have hre : ∑ s, Complex.normSq (exchange i j ψ s) = ∑ s, Complex.normSq (ψ s) :=
    Equiv.sum_comp (Equiv.arrowCongr (Equiv.swap i j).symm (Equiv.refl (Fin 2)))
      (fun s => Complex.normSq (ψ s))
  have hpt : ∀ s, Complex.normSq (exchange i j ψ s - ψ s) =
      2 * (star (ψ s) * (ψ s - exchange i j ψ s)).re +
        (Complex.normSq (exchange i j ψ s) - Complex.normSq (ψ s)) := by
    intro s
    simp only [Complex.normSq_apply, Complex.sub_re, Complex.sub_im, Complex.mul_re,
      Complex.star_def, Complex.conj_re, Complex.conj_im]
    ring
  rw [Finset.sum_congr rfl fun s _ => hpt s, Finset.sum_add_distrib,
    Finset.sum_sub_distrib, hre, sub_self, add_zero, ← Finset.mul_sum, Complex.re_sum]

/-- A state satisfies `S² ψ = (N/2)(N/2+1) ψ` exactly when it is permutation-symmetric. -/
theorem spinSq_eigen_iff_symmetric (ψ : State N) :
    spinSq N ψ = ((N : ℂ) / 2 * (N / 2 + 1)) • ψ ↔ IsSymmetricState ψ := by
  refine ⟨fun h => ?_, spinSq_of_symmetric⟩
  have hsum : ∀ s, ∑ i, ∑ j with i < j, (ψ s - exchange i j ψ s) = 0 := by
    intro s
    have h' := congrFun h s
    rw [spinSq_eq_sum_exchange] at h'
    simp only [LinearMap.add_apply, LinearMap.smul_apply, Module.End.one_apply,
      LinearMap.sum_apply, Finset.sum_apply, Pi.add_apply, Pi.smul_apply, smul_eq_mul] at h'
    have hc : ∑ i : Fin N, ∑ j with i < j, ψ s = (N : ℂ) * (N - 1) / 2 * ψ s := by
      rw [← pair_count N]
      simp only [Finset.sum_mul, one_mul]
    simp only [Finset.sum_sub_distrib]
    rw [hc]
    linear_combination -h'
  -- pairing with ψ gives a vanishing sum of squared distances
  have hz : ∑ i, ∑ j with i < j, ∑ s, star (ψ s) * (ψ s - exchange i j ψ s) = 0 := by
    have h0 : ∑ s, star (ψ s) * ∑ i, ∑ j with i < j, (ψ s - exchange i j ψ s) = 0 :=
      Finset.sum_eq_zero fun s _ => by rw [hsum s, mul_zero]
    rw [← h0]
    simp only [Finset.mul_sum]
    exact (Finset.sum_comm.trans (Finset.sum_congr rfl fun i _ => Finset.sum_comm)).symm
  have htot : ∑ i, ∑ j with i < j, ∑ s, Complex.normSq (exchange i j ψ s - ψ s) = 0 := by
    simp only [exchange_defect, ← Finset.mul_sum, ← Complex.re_sum]
    rw [hz, Complex.zero_re, mul_zero]
  have hnn : ∀ i j, 0 ≤ ∑ s, Complex.normSq (exchange i j ψ s - ψ s) :=
    fun i j => Finset.sum_nonneg fun s _ => Complex.normSq_nonneg _
  have hlt : ∀ i j, i < j → ∀ s, ψ (s ∘ Equiv.swap i j) = ψ s := by
    intro i j hij s
    have h1 := (Finset.sum_eq_zero_iff_of_nonneg
      (fun i _ => Finset.sum_nonneg fun j _ => hnn i j)).mp htot i (Finset.mem_univ i)
    have h2 := (Finset.sum_eq_zero_iff_of_nonneg (fun j _ => hnn i j)).mp h1 j (by simp [hij])
    have h3 := (Finset.sum_eq_zero_iff_of_nonneg
      (fun s _ => Complex.normSq_nonneg _)).mp h2 s (Finset.mem_univ s)
    exact sub_eq_zero.mp (Complex.normSq_eq_zero.mp h3)
  -- transpositions generate all permutations
  intro π
  refine Equiv.Perm.swap_induction_on π ?_ ?_
  · intro s
    rfl
  · intro f x y hxy ih s
    have hstep : ψ (s ∘ Equiv.swap x y) = ψ s := by
      rcases lt_or_gt_of_ne hxy with hl | hl
      · exact hlt x y hl s
      · rw [Equiv.swap_comm]
        exact hlt y x hl s
    exact (ih (s ∘ Equiv.swap x y)).trans hstep

/-- A product of `N` copies of one single-spin state `v` satisfies
`S² ψ = (N/2)(N/2+1) ψ`. -/
theorem spinSq_product_state (v : Fin 2 → ℂ) :
    spinSq N (fun s => ∏ i, v (s i)) =
      ((N : ℂ) / 2 * (N / 2 + 1)) • (fun s : Fin N → Fin 2 => ∏ i, v (s i)) :=
  spinSq_of_symmetric fun π s => Equiv.prod_comp π (fun i => v (s i))

end

end SpinExchange
```

```lean
#print axioms SpinExchange.spinSq_eq_sum_exchange
#print axioms SpinExchange.spinSq_eigen_iff_symmetric
#print axioms SpinExchange.spinSq_product_state
```

```
'SpinExchange.spinSq_eq_sum_exchange' depends on axioms: [propext, Classical.choice, Quot.sound]
'SpinExchange.spinSq_eigen_iff_symmetric' depends on axioms: [propext, Classical.choice, Quot.sound]
'SpinExchange.spinSq_product_state' depends on axioms: [propext, Classical.choice, Quot.sound]
```

## Spins as functions on configurations

A configuration \(s\) assigns to each site \(i=0,\dots,N-1\) a value \(s_i\in\{0,1\}\), and \(\psi(s)\) is its amplitude. Since \(\sigma_z\) is \(\mathrm{diag}(1,-1)\), the value 0 means spin up and 1 means spin down. The indices \(a=0,1,2\) of `pauli` stand for \(x,y,z\).

A \(2\times2\) matrix \(A\) acts on site \(i\) through `siteOp A i`:

\[
(A_i\psi)(s)=\sum_{b} A_{s_i b}\,\psi(s\text{ with } s_i \text{ replaced by } b).
\]

This is the usual action of \(A\) on one tensor factor, with the identity on all the others. The remaining operators are

\[
\sigma_i\cdot\sigma_j=\sum_a \sigma_{a,i}\,\sigma_{a,j},\qquad
S_a=\tfrac12\sum_i\sigma_{a,i},\qquad S^2=\sum_a S_aS_a ,
\]

called `pauliDot`, `totalSpin` and `spinSq`, in units where \(\hbar=1\). The exchange \(P_{ij}\), called `exchange i j`, sends \(\psi(s)\) to \(\psi(s\circ(i\,j))\). A product in `Module.End` is composition of operators.

The main identity, `spinSq_eq_sum_exchange`, holds for every \(N\), including 0 and 1, where there are no pairs:

\[
S^2=\frac{N(4-N)}4+\sum_{i<j}P_{ij}.
\]

`spinSq_eigen_iff_symmetric` then characterises the solutions of the eigenvalue equation. They need not be normalised, and the zero function counts as a solution, although only a nonzero one is an eigenvector. The permutations act on the spin labels alone: the model has no orbital part and therefore no antisymmetry condition on electrons. The eigenvalue theorems concern the single value \(\tfrac N2(\tfrac N2+1)\) and do not determine the rest of the spectrum.

For localised spins with the same exchange coupling \(J\) between every pair, the Hamiltonian \(-J\sum_{i<j}P_{ij}\) is, by this identity, a function of \(S^2\) alone, so its energies depend only on the total spin.

## Dirac's identity for two spins

Each Pauli matrix squares to one, hence \(\sigma_i\cdot\sigma_i=3\). In `siteOp_pauli_sq` this is checked entry by entry; a second replacement at the same site overwrites the first, which reduces the operator product to a matrix product.

For \(i\neq j\), fix all other spins and write \(F(x,y)\) for the amplitude with \(s_i=x\) and \(s_j=y\). There are two cases.

- If \(x=y\), the \(\sigma_x\) and \(\sigma_y\) terms cancel, because the two factors from \(\sigma_y\) multiply to \((\pm i)^2=-1\). The \(\sigma_z\) term gives \(F(x,x)\).
- If \(x\neq y\), the \(\sigma_x\) and \(\sigma_y\) terms each give \(F(y,x)\), since \((-i)(i)=1\). The \(\sigma_z\) term gives \(-F(x,y)\).

Both cases are covered by \(2F(y,x)-F(x,y)\), so

\[
\sigma_i\cdot\sigma_j=2P_{ij}-1\qquad(i\ne j).
\]

In `pauliDot_eq_exchange`, the statement `key` is this calculation over the four choices of \((x,y)\). The step `h1` shows that writing \(s_j\) at site \(i\) and \(s_i\) at site \(j\) produces the configuration composed with the transposition.

## Counting the pairs in \(S^2\)

Expanding the square and separating the diagonal gives

\[
S^2=\frac14\sum_{i,j}\sigma_i\cdot\sigma_j
=\frac14\Big[3N+2\sum_{i<j}(2P_{ij}-1)\Big].
\]

There are \(N(N-1)/2\) pairs, so the constant is

\[
\frac{3N}4-\frac{N(N-1)}4=\frac{N(4-N)}4 .
\]

The lemma `sum_pairs` splits a symmetric double sum into its diagonal and twice its part with \(i<j\). Applied to the constant 1, it gives \(N^2=N+2\cdot(\text{number of pairs})\), from which `pair_count` follows. In the main proof, `hs` and `h` expand the square, `hsymm` supplies the symmetry that `sum_pairs` needs, `hdiag` evaluates the diagonal, and `hoff` inserts Dirac's identity for each pair. The tactic `module` collects the coefficients.

## The eigenvalue of a symmetric state

If \(\psi\) is symmetric, every \(P_{ij}\) leaves it unchanged, and

\[
S^2\psi=\Big[\frac{N(4-N)}4+\frac{N(N-1)}2\Big]\psi
=\frac{N^2+2N}4\,\psi=\frac N2\Big(\frac N2+1\Big)\psi .
\]

This is `spinSq_of_symmetric`, where `hP` replaces each exchange by the identity and `hc` counts the pairs. It applies to \(N\) copies of one single-spin state \(v\), with \(\psi(s)=\prod_i v(s_i)\), because permuting the factors does not change the product. That case is `spinSq_product_state`; the product is normalised if \(v\) is.

Symmetry is a real restriction. For \(N=2\) the identity reads \(S^2=1+P_{01}\). The singlet \((|01\rangle-|10\rangle)/\sqrt2\) changes sign under \(P_{01}\), so \(S^2\) gives 0 on it, whereas a symmetric state of two spins has the value 2.

## Why this eigenvalue forces symmetry

Suppose that \(S^2\psi=\tfrac N2(\tfrac N2+1)\psi\). Inserting the main identity and moving everything to one side gives

\[
\sum_{i<j}(\psi-P_{ij}\psi)=0 .
\]

With \(\langle\phi,\psi\rangle=\sum_s\overline{\phi(s)}\,\psi(s)\), an exchange only reorders the configurations, so \(\|P_{ij}\psi\|=\|\psi\|\). Therefore

\[
\|P_{ij}\psi-\psi\|^2=2\|\psi\|^2-2\,\mathrm{Re}\langle\psi,P_{ij}\psi\rangle
=2\,\mathrm{Re}\langle\psi,\psi-P_{ij}\psi\rangle .
\]

Summing over the pairs and using the previous equation yields

\[
\sum_{i<j}\|P_{ij}\psi-\psi\|^2=0 .
\]

Every term is nonnegative, so every term vanishes and each exchange fixes \(\psi\). Any permutation is a product of transpositions, so \(\psi\) is symmetric.

The norm formula is `exchange_defect`: `hre` is the reordering of configurations, and `hpt` is the algebra at a single configuration. In `spinSq_eigen_iff_symmetric`, `hsum` is the vanishing sum of differences, `hz` its pairing with \(\psi\), and `htot` the vanishing sum of squared norms. From `htot` and the nonnegativity in `hnn`, `hlt` extracts invariance under each exchange with \(i<j\). The induction `Equiv.Perm.swap_induction_on` then builds up an arbitrary permutation one transposition at a time.
